# With a unique ground-state density on a finite grid, a nonnegative frozen density permits the exact energy if and only if it nowhere exceeds that density

When I freeze a solvent's density and optimise only the solute's, I first have to choose which solute densities to allow: I take every nonnegative one on a finite grid that brings the total to the right electron number. Suppose that the energy functional of the total density is exact. My solvent density comes from a calculation without the solute, so it takes no account of how the solute changes it. Can the solute density make up for this and still give the exact ground-state energy?

## The active density can add, but not subtract

It can if the frozen density nowhere exceeds the ground-state density of the whole system, and it cannot otherwise, provided that this ground-state density is unique.

Let $n_i\ge 0$ be the number of electrons in cell $i$, with $\sum_i n_i=N$ for the whole system. Let $E$ be the energy functional, $n^0$ its unique minimiser among these densities, $b\ge0$ the frozen density and $a\ge0$ the active one, with $\sum_i(a_i+b_i)=N$.

The sum $a+b$ is nonnegative and contains $N$ electrons, so it competes with $n^0$. Either $a+b=n^0$ and the energies agree, or $E[a+b]>E[n^0]$. Equality therefore forces $b_i=n^0_i-a_i\le n^0_i$ in every cell. Conversely, if $b\le n^0$ everywhere, then $a=n^0-b$ is nonnegative, completes the electron number and gives $E[n^0]$.

Freezing this $a$ and relaxing $b$ to some $b'$ changes nothing: if the energy does not rise, then $b'+a=n^0=b+a$, so $b'=b$.

## What an excess costs

Write $x_i=\max(b_i-n^0_i,0)$ for the excess and $d_i=a_i+b_i-n^0_i$ for the density error. Since $a_i\ge0$, we have $d_i\ge b_i-n^0_i$, hence $|d_i|+d_i=2\max(d_i,0)\ge2x_i$. Electron conservation gives $\sum_i d_i=0$, so
$$\sum_i|d_i|\ge 2\sum_i x_i.$$

Suppose also that $E[n]\ge E[n^0]+c\sum_i(n_i-n^0_i)^2$ for all densities $n$, where $c\ge0$ measures how stiffly the energy resists displacement of density. Where $x_i>0$, $d_i\ge x_i$; elsewhere $x_i=0$. Thus $d_i^2\ge x_i^2$ and
$$E[a+b]\ge E[n^0]+c\sum_i x_i^2.$$

For example, take $E[n]=\sum_i(n_i-1)^2$ on two cells with $N=2$, so that $n^0=(1,1)$ and $E[n^0]=0$. With $b=(3/2,0)$, the active density is $a=(t,1/2-t)$, $0\le t\le1/2$. The energy is $2(t+1/2)^2\ge1/2$, with equality at $t=0$. The bound, here with $c=1$, gives only $1/4$, because it counts the excess in the first cell but not the deficit in the second.

## The same statement in Lean

The grid is a finite type `ι`, and densities are functions `ι → ℝ`. `IsDensity N n` expresses nonnegativity and normalisation. In `IsActive N b a`, the frozen density comes first and `N` counts all electrons, not just the active ones. `IsGroundDensity E N n0` says that every other density has strictly higher energy, which excludes degenerate ground states with different densities. `E` includes the external potential and needs neither convexity nor continuity; `N` may be fractional.

`frozen_density_exact_iff` contains the bound $E[a+b]\ge E[n^0]$ and the equivalence. If $b$ alone holds more than $N$ electrons, no active density exists and the bound is vacuous.

For frozen-density embedding with an exact functional on a finite grid, this identifies which environment densities leave the exact energy within reach. It does not show that the active subsystem's Kohn–Sham equations, in some embedding potential, can produce $n^0-b$, and it says nothing about the errors of an approximate functional.

```lean
import Mathlib

open Finset

namespace FrozenDensityEmbedding

variable {ι : Type*} [Fintype ι]

/-- A density on the grid: nonnegative at every point, with total particle number `N`. -/
def IsDensity (N : ℝ) (n : ι → ℝ) : Prop :=
  (∀ i, 0 ≤ n i) ∧ ∑ i, n i = N

/-- An active density `a` in the presence of the frozen density `b`: it is nonnegative, and
`a + b` has total particle number `N`. -/
def IsActive (N : ℝ) (b a : ι → ℝ) : Prop :=
  (∀ i, 0 ≤ a i) ∧ ∑ i, (a i + b i) = N

/-- `n0` is the unique minimiser of the energy functional `E` among densities with `N`
particles. -/
def IsGroundDensity (E : (ι → ℝ) → ℝ) (N : ℝ) (n0 : ι → ℝ) : Prop :=
  IsDensity N n0 ∧ ∀ n, IsDensity N n → n ≠ n0 → E n0 < E n

/-- An active density added to a nonnegative frozen density is a density of the whole system. -/
theorem total_isDensity {N : ℝ} {a b : ι → ℝ} (hb : ∀ i, 0 ≤ b i) (ha : IsActive N b a) :
    IsDensity N (a + b) :=
  ⟨fun i => add_nonneg (ha.1 i) (hb i), ha.2⟩

/-- For a nonnegative frozen density, an active density reaches the ground-state energy exactly when
the total density is the ground-state density, which is assumed unique. -/
theorem energy_eq_iff {E : (ι → ℝ) → ℝ} {N : ℝ} {n0 a b : ι → ℝ}
    (h0 : IsGroundDensity E N n0) (hb : ∀ i, 0 ≤ b i) (ha : IsActive N b a) :
    E (a + b) = E n0 ↔ a + b = n0 := by
  constructor
  · intro h
    by_contra hne
    exact absurd h (ne_of_gt (h0.2 _ (total_isDensity hb ha) hne))
  · intro h
    rw [h]

/-- Frozen-density embedding: for a nonnegative frozen density `b`, every active density gives an
energy no lower than that of the unique ground-state density `n0`, and some active density reaches
it if and only if `b` nowhere exceeds `n0`. -/
theorem frozen_density_exact_iff {E : (ι → ℝ) → ℝ} {N : ℝ} {n0 b : ι → ℝ}
    (h0 : IsGroundDensity E N n0) (hb : ∀ i, 0 ≤ b i) :
    (∀ a, IsActive N b a → E n0 ≤ E (a + b)) ∧
      ((∃ a, IsActive N b a ∧ E (a + b) = E n0) ↔ ∀ i, b i ≤ n0 i) := by
  refine ⟨fun a ha => ?_, ?_, ?_⟩
  · by_cases h : a + b = n0
    · rw [h]
    · exact (h0.2 _ (total_isDensity hb ha) h).le
  · -- equality forces a + b = n0, and a is nonnegative
    rintro ⟨a, ha, hE⟩ i
    have h := congrFun ((energy_eq_iff h0 hb ha).mp hE) i
    rw [Pi.add_apply] at h
    have hi := ha.1 i
    linarith
  · -- the active density is what the frozen one leaves over
    intro h
    have hsum : n0 - b + b = n0 := sub_add_cancel n0 b
    refine ⟨n0 - b, ⟨fun i => sub_nonneg.mpr (h i), ?_⟩, by rw [hsum]⟩
    calc ∑ i, ((n0 - b) i + b i) = ∑ i, n0 i :=
          Finset.sum_congr rfl (fun i _ => congrFun hsum i)
      _ = N := h0.1.2

/-- Freeze-and-thaw, when the ground-state density is unique: let `a` reach the ground-state energy
with the nonnegative density `b` frozen. If `a` is then frozen, any relaxed density `b'` with energy
no higher than before equals `b`. -/
theorem freeze_thaw_fixed {E : (ι → ℝ) → ℝ} {N : ℝ} {n0 a b b' : ι → ℝ}
    (h0 : IsGroundDensity E N n0) (hb : ∀ i, 0 ≤ b i) (ha : IsActive N b a)
    (hE : E (a + b) = E n0) (hb' : IsActive N a b') (hle : E (b' + a) ≤ E (a + b)) :
    b' = b := by
  have h1 : a + b = n0 := (energy_eq_iff h0 hb ha).mp hE
  have h2 : b' + a = n0 := by
    by_contra hne
    have hlt := h0.2 _ (total_isDensity ha.1 hb') hne
    linarith
  have h3 : b' + a = b + a := by rw [h2, ← h1, add_comm]
  exact add_right_cancel h3

/-- The summed absolute error of the embedded total density, relative to any density `n0` with the
same particle number, is at least twice the summed excess of the frozen density over `n0`. -/
theorem density_error_bound {N : ℝ} {n0 a b : ι → ℝ}
    (hn : IsDensity N n0) (ha : IsActive N b a) :
    2 * ∑ i, max (b i - n0 i) 0 ≤ ∑ i, |a i + b i - n0 i| := by
  -- particle conservation: the signed error sums to zero
  have hsum : ∑ i, (a i + b i - n0 i) = 0 := by
    rw [Finset.sum_sub_distrib, ha.2, hn.2, sub_self]
  have hpt : ∀ i, 2 * max (b i - n0 i) 0 ≤ |a i + b i - n0 i| + (a i + b i - n0 i) := by
    intro i
    have hi := ha.1 i
    have h1 := le_abs_self (a i + b i - n0 i)
    have h2 := neg_abs_le (a i + b i - n0 i)
    rcases max_cases (b i - n0 i) 0 with ⟨h, _⟩ | ⟨h, _⟩ <;> rw [h] <;> linarith
  calc 2 * ∑ i, max (b i - n0 i) 0 = ∑ i, 2 * max (b i - n0 i) 0 := by rw [Finset.mul_sum]
    _ ≤ ∑ i, (|a i + b i - n0 i| + (a i + b i - n0 i)) :=
        Finset.sum_le_sum (fun i _ => hpt i)
    _ = ∑ i, |a i + b i - n0 i| := by rw [Finset.sum_add_distrib, hsum, add_zero]

/-- If the energy grows at least quadratically away from `n0`, with constant `c ≥ 0`, then for a
nonnegative frozen density the embedding energy lies above `E n0` by at least `c` times the summed
squared excess of the frozen density over `n0`. -/
theorem energy_error_bound {E : (ι → ℝ) → ℝ} {N c : ℝ} {n0 a b : ι → ℝ} (hc : 0 ≤ c)
    (hE : ∀ n, IsDensity N n → E n0 + c * ∑ i, (n i - n0 i) ^ 2 ≤ E n)
    (hb : ∀ i, 0 ≤ b i) (ha : IsActive N b a) :
    E n0 + c * ∑ i, (max (b i - n0 i) 0) ^ 2 ≤ E (a + b) := by
  have h := hE (a + b) (total_isDensity hb ha)
  simp only [Pi.add_apply] at h
  -- where b exceeds n0, adding a can only enlarge the error
  have hs : ∑ i, (max (b i - n0 i) 0) ^ 2 ≤ ∑ i, (a i + b i - n0 i) ^ 2 := by
    refine Finset.sum_le_sum (fun i _ => ?_)
    have hi := ha.1 i
    rcases max_cases (b i - n0 i) 0 with ⟨h1, h2⟩ | ⟨h1, _⟩
    · rw [h1]
      exact pow_le_pow_left₀ h2 (by linarith) 2
    · rw [h1]
      nlinarith [sq_nonneg (a i + b i - n0 i)]
  have hm := mul_le_mul_of_nonneg_left hs hc
  linarith

/-- A model energy: the summed squared deviation of the density `n` from a reference `m`. -/
def modelEnergy (m n : ι → ℝ) : ℝ := ∑ i, (n i - m i) ^ 2

/-- The model energy has its reference density as unique minimiser, for any reference density
with `N` particles. -/
theorem isGroundDensity_witness {N : ℝ} {m : ι → ℝ} (hm : IsDensity N m) :
    IsGroundDensity (modelEnergy m) N m := by
  refine ⟨hm, fun n _ hne => ?_⟩
  obtain ⟨i, hi⟩ := Function.ne_iff.mp hne
  have h0 : modelEnergy m m = 0 := by simp [modelEnergy]
  rw [h0]
  unfold modelEnergy
  exact Finset.sum_pos' (fun j _ => sq_nonneg _)
    ⟨i, Finset.mem_univ i, pow_pos_of_ne (sub_ne_zero.mpr hi)⟩
where
  pow_pos_of_ne {x : ℝ} (hx : x ≠ 0) : 0 < x ^ 2 := by positivity

/-- Two grid points, two particles, reference density `(1, 1)` and frozen density `(3/2, 0)`: the
lowest model energy over active densities is `1/2`, reached by the active density `(0, 1/2)`. -/
theorem overfull_frozen_density :
    (∀ a : Fin 2 → ℝ, IsActive 2 ![3 / 2, 0] a →
      1 / 2 ≤ modelEnergy ![1, 1] (a + ![3 / 2, 0])) ∧
    IsActive 2 ![3 / 2, 0] (![0, 1 / 2] : Fin 2 → ℝ) ∧
    modelEnergy ![1, 1] ((![0, 1 / 2] : Fin 2 → ℝ) + ![3 / 2, 0]) = 1 / 2 := by
  refine ⟨fun a ha => ?_, ⟨fun i => ?_, ?_⟩, ?_⟩
  · have h0 := ha.1 0
    have hs := ha.2
    simp [Fin.sum_univ_two] at hs
    have h1 : a 1 = 1 / 2 - a 0 := by linarith
    simp [modelEnergy, Fin.sum_univ_two]
    rw [h1]
    nlinarith [sq_nonneg (a 0)]
  · fin_cases i <;> simp
  · norm_num [Fin.sum_univ_two]
  · norm_num [modelEnergy, Fin.sum_univ_two]

end FrozenDensityEmbedding
```

```lean
#print axioms FrozenDensityEmbedding.frozen_density_exact_iff
#print axioms FrozenDensityEmbedding.density_error_bound
#print axioms FrozenDensityEmbedding.energy_error_bound
#print axioms FrozenDensityEmbedding.overfull_frozen_density
```

```
'FrozenDensityEmbedding.frozen_density_exact_iff' depends on axioms: [propext, Classical.choice, Quot.sound]
'FrozenDensityEmbedding.density_error_bound' depends on axioms: [propext, Classical.choice, Quot.sound]
'FrozenDensityEmbedding.energy_error_bound' depends on axioms: [propext, Classical.choice, Quot.sound]
'FrozenDensityEmbedding.overfull_frozen_density' depends on axioms: [propext, Classical.choice, Quot.sound]
```

## From equal energies to equal cells

`total_isDensity` makes $a+b$ a competitor, and `energy_eq_iff` uses the strict inequality to turn equal energies into equal densities. The main theorem splits into the bound and two implications; the last supplies `n0 - b` as the active density.

The device that carries this to single cells is `congrFun`. From `a + b = n0`, an equality of functions, it gives the equality at `i`; `Pi.add_apply` writes the left side as `a i + b i`, and `linarith` combines it with `0 ≤ a i`. In the converse, `congrFun hsum i` identifies the summands one by one.

`freeze_thaw_fixed` applies uniqueness again and cancels `a`. The two error bounds split on `max_cases` in each cell and then sum. `isGroundDensity_witness` finds a cell where the densities differ, which makes the model energy positive. `overfull_frozen_density` eliminates `a 1` through the electron number and leaves the quadratic inequality to `nlinarith`.

The argument also handles several frozen fragments: take $b$ as their sum, and the condition is that this sum nowhere exceeds $n^0$.
